# Polynomials of a two-level Hamiltonian: $f(aP+b(1-P))=f(a)P+f(b)(1-P)$ for idempotent $P$

Let $A$ be an algebra over a commutative ring $R$, let $P\in A$ satisfy $P^2=P$, and let $a,b\in R$. Put $Q=1-P$ and $H=aP+bQ$. Then every polynomial $f$ with coefficients in $R$ satisfies

$$f(H)=f(a)\,P+f(b)\,Q .$$

In physical terms, when $P$ is an orthogonal projector on a Hilbert space and $a,b$ are real, $H$ is a Hamiltonian with level $a$ on the range of $P$ and level $b$ on the range of $Q$, and a polynomial of $H$ is computed by applying it to the two levels. The ranges may have any dimension, so the levels may be degenerate.

A single non-interacting electron on a ring of three sites, with zero on-site energy and hopping amplitude $-\tau$ between neighbours, has such a Hamiltonian: $H=-2\tau P+\tau(1-P)$, where $P$ projects onto the uniform superposition of the sites. The formula itself does not require $P$ to be self-adjoint, which suits the one-particle density matrix of a single Slater determinant in a non-orthogonal spin-orbital basis: its product with the overlap matrix is idempotent but in general not Hermitian.

## From complementary projectors to Sylvester's formula

**Products and powers.** Idempotence gives $PQ=P-P^2=0$, $QP=P-P^2=0$ and $Q^2=Q-PQ=Q$. For scalars $a,b,c,d$ the cross terms therefore vanish:

$$(aP+bQ)(cP+dQ)=ac\,P+bd\,Q .$$

Since $H^0=1=P+Q$, and since $H^n=a^nP+b^nQ$ implies $H^{n+1}=a^{n+1}P+b^{n+1}Q$, the formula for powers holds for every $n\ge 0$.

**Polynomials.** For $f(x)=\sum_n c_nx^n$ we get

$$f(H)=\sum_n c_n\,(a^nP+b^nQ)=f(a)P+f(b)Q .$$

Idempotence is needed here: for $f(x)=x^2$, $a=1$ and $b=0$ the formula reads $P^2=P$.

**Annihilating polynomials.** Now let the scalars form a field $K$, and let $P\neq0$ and $P\neq1$. If $f(H)=0$, multiplying $f(a)P+f(b)Q=0$ by $P$ from the right leaves $f(a)P=0$. A non-zero $f(a)$ could be divided out, giving $P=0$, so $f(a)=0$. What remains is $f(b)Q=0$ with $Q\ne0$, so $f(b)=0$. Conversely, if $f$ vanishes at both levels, then $f(H)=0$.

**Recovering the projector.** Suppose that $H$ is given without a projector, but satisfies $(H-a)(H-b)=0$ with $a\neq b$. Writing $H-b=(H-a)+(a-b)$ for the left factor of the square,

$$(H-b)^2=(H-a)(H-b)+(a-b)(H-b)=(a-b)(H-b).$$

Define

$$L_{ab}=\frac{H-b}{a-b},\qquad L_{ba}=\frac{H-a}{b-a}.$$

Dividing the previous identity by $(a-b)^2$ gives $L_{ab}^2=L_{ab}$. Moreover

$$H=(a-b)L_{ab}+b=aL_{ab}+b(1-L_{ab}),$$

so $H$ is a two-level Hamiltonian built on $L_{ab}$. The two operators add up to

$$L_{ab}+L_{ba}=\frac{(H-b)-(H-a)}{a-b}=1 .$$

Inserting $P=L_{ab}$ and $Q=L_{ba}$ in the polynomial formula yields

$$f(H)=f(a)\frac{H-b}{a-b}+f(b)\frac{H-a}{b-a}.$$

Sylvester's formula for a diagonalisable matrix has one such term for each distinct eigenvalue; this is its case of two levels, for polynomial $f$.

**Time evolution.** Over the complex numbers, with $\hbar=1$, real levels and real time $t$, set $s=-it$. The power formula turns each term of the exponential series into

$$\frac{(sH)^n}{n!}=\frac{(sa)^n}{n!}P+\frac{(sb)^n}{n!}Q .$$

Summing the two scalar series gives $e^{-ita}P+e^{-itb}Q$.

## The algebra and the Hamiltonian in Lean

```lean
import Mathlib

open Polynomial

namespace TwoLevelCalculus

noncomputable section

section CommRing

variable {R A : Type*} [CommRing R] [Ring A] [Algebra R A]
```

The type `R` holds the scalars and `A` the operators. `A` need not be commutative, but scalars commute with all its elements, as `Algebra R A` requires. No Hilbert space, inner product or dimension enters, so the algebraic results apply to square matrices and equally to linear operators on an infinite-dimensional space.

```lean
/-- The operator `a P + b (1 - P)`, which for idempotent `P` is a Hamiltonian with
level `a` on the range of `P` and level `b` on the range of `1 - P`. -/
def twoLevel (P : A) (a b : R) : A := a • P + b • (1 - P)
```

The symbol `•` is multiplication of an operator by a scalar. The definition makes sense for any `P`; idempotence is a hypothesis of the theorems, written `IsIdempotentElem P`, which means `P * P = P`. The word Hamiltonian is used here in a wide sense: the operator is self-adjoint when $P$ is self-adjoint and the levels are real, but the theorems do not assume that $P$ is self-adjoint.

## Multiplication level by level

```lean
/-- For idempotent `P`, two operators built on the same `P` multiply level by level. -/
theorem twoLevel_mul {P : A} (h : IsIdempotentElem P) (a b c d : R) :
    twoLevel P a b * twoLevel P c d = twoLevel P (a * c) (b * d) := by
  have h0 : P * P = P := h
  -- `P` and `1 - P` multiply to zero in either order, and `1 - P` is idempotent
  have h1 : P * (1 - P) = 0 := by rw [mul_sub, mul_one, h0, sub_self]
  have h2 : (1 - P) * P = 0 := by rw [sub_mul, one_mul, h0, sub_self]
  have h3 : (1 - P) * (1 - P) = 1 - P := by rw [sub_mul, one_mul, h1, sub_zero]
  simp only [twoLevel, add_mul, mul_add, smul_mul_smul_comm, h0, h1, h2, h3,
    smul_zero, add_zero, zero_add]
```

The theorem says that two Hamiltonians sharing the same `P` have a product whose levels are the products of their levels. The facts `h1`, `h2` and `h3` are $PQ=0$, $QP=0$ and $Q^2=Q$. The final `simp only` expands the product into four terms, gathers the scalars with `smul_mul_smul_comm`, and removes the two cross terms.

```lean
/-- For idempotent `P`, the `n`-th power of the Hamiltonian has the `n`-th powers
of the levels as its levels. -/
theorem twoLevel_pow {P : A} (h : IsIdempotentElem P) (a b : R) (n : ℕ) :
    twoLevel P a b ^ n = twoLevel P (a ^ n) (b ^ n) := by
  induction n with
  | zero => simp [twoLevel]
  | succ n ih => rw [pow_succ, ih, twoLevel_mul h, pow_succ, pow_succ]
```

The induction is the one done by hand. At `zero` both sides are the identity, and at `succ` the product theorem supplies one more factor.

## The polynomial formula and its induction principle

```lean
/-- Functional calculus of a two-level Hamiltonian: for idempotent `P` and every
polynomial `f`, `f(a P + b (1 - P)) = f(a) P + f(b) (1 - P)`. -/
theorem aeval_twoLevel {P : A} (h : IsIdempotentElem P) (a b : R) (f : R[X]) :
    aeval (twoLevel P a b) f = f.eval a • P + f.eval b • (1 - P) := by
  induction f using Polynomial.induction_on' with
  | add p q hp hq =>
    simp only [map_add, hp, hq, eval_add]
    module
  | monomial n c =>
    rw [aeval_monomial, twoLevel_pow h, eval_monomial, eval_monomial,
      ← Algebra.smul_def, twoLevel, smul_add, smul_smul, smul_smul]

end CommRing
```

Here `R[X]` is the type of polynomials over `R`, `f.eval a` is the scalar $f(a)$, and `aeval (twoLevel P a b) f` is the operator $f(H)$. In the latter a constant term $c$ becomes $c$ times the identity operator, the usual convention in physics.

The device that deserves a closer look is `Polynomial.induction_on'`. It says that a property holds for all polynomials once it holds for every monomial $cx^n$ and passes from two polynomials to their sum. Every polynomial is a finite sum of monomials, and the zero polynomial needs no case of its own because it is the monomial with $c=0$.

Mathlib also has the unprimed `Polynomial.induction_on`, which asks for constants, sums, and a step from $cx^n$ to $cx^{n+1}$. That version would mix the induction on the exponent with the argument about sums. The primed version keeps them apart: powers have already been settled by `twoLevel_pow`, and only linearity remains.

In the `add` case, `map_add` and `eval_add` split both sides, the induction hypotheses `hp` and `hq` are inserted, and `module` regroups the coefficients of $P$ and $Q$. In the `monomial` case, `aeval_monomial` writes $f(H)$ as $cH^n$, the power theorem replaces $H^n$, and the remaining rewrites distribute $c$ over the two terms.

## Which polynomials annihilate the Hamiltonian

```lean
section Field

variable {K A : Type*} [Field K] [Ring A] [Algebra K A]

/-- Over a field, with `P` idempotent and different from `0` and `1`, a polynomial
annihilates the two-level Hamiltonian exactly when it vanishes at both levels. -/
theorem aeval_twoLevel_eq_zero_iff {P : A} (h : IsIdempotentElem P)
    (hP0 : P ≠ 0) (hP1 : P ≠ 1) (a b : K) (f : K[X]) :
    aeval (twoLevel P a b) f = 0 ↔ f.eval a = 0 ∧ f.eval b = 0 := by
  rw [aeval_twoLevel h]
  constructor
  · intro hz
    -- multiplication by `P` isolates the level `a`
    have h1 : f.eval a • P = 0 := by
      have h2 := congrArg (· * P) hz
      simpa only [add_mul, smul_mul_assoc, sub_mul, one_mul, h.eq, sub_self,
        smul_zero, add_zero, zero_mul] using h2
    rw [h1, zero_add] at hz
    exact ⟨(smul_eq_zero.mp h1).resolve_right hP0,
      (smul_eq_zero.mp hz).resolve_right (sub_ne_zero.mpr (Ne.symm hP1))⟩
  · rintro ⟨ha, hb⟩
    rw [ha, hb, zero_smul, zero_smul, add_zero]
```

The scalars now form a field `K`. The conditions `hP0` and `hP1` say that neither $P$ nor $1-P$ is zero, so both levels are actually present. With $P=0$ one has $H=b$, and the polynomial $x-b$ annihilates $H$ without vanishing at $a\ne b$. The theorem itself allows $a=b$.

In the forward direction, `congrArg (· * P)` multiplies the equation by $P$ from the right, and `h1` records the surviving term $f(a)P=0$. The lemma `smul_eq_zero` then says that a scalar multiple vanishes only if the scalar or the operator does. The reverse direction substitutes the two zeros.

## Projectors recovered from the Hamiltonian

```lean
/-- The operator `(H - b) / (a - b)`, for distinct scalars `a` and `b`. -/
def levelProjector (H : A) (a b : K) : A := (a - b)⁻¹ • (H - b • (1 : A))
```

`levelProjector H a b` is $L_{ab}$, and exchanging the last two arguments gives $L_{ba}$. The number $b$ in $H-b$ appears as `b • (1 : A)`, the scalar times the identity. The name anticipates a property that the definition alone does not provide: $L_{ab}$ is a projector when $H$ satisfies the quadratic relation.

```lean
/-- For distinct `a` and `b`, the operators `(H - b) / (a - b)` and
`(H - a) / (b - a)` add up to the identity. -/
theorem levelProjector_add (H : A) {a b : K} (hab : a ≠ b) :
    levelProjector H a b + levelProjector H b a = 1 := by
  have hinv : (b - a)⁻¹ = -(a - b)⁻¹ := by rw [← inv_neg, neg_sub]
  have h1 : ((a - b)⁻¹ * (a - b)) • (1 : A) = 1 := by
    rw [inv_mul_cancel₀ (sub_ne_zero.mpr hab), one_smul]
  unfold levelProjector
  rw [hinv]
  generalize (a - b)⁻¹ = c at h1 ⊢
  linear_combination (norm := module) h1
```

This sum rule holds for any `H` at all. The proof expresses $(b-a)^{-1}$ as $-(a-b)^{-1}$ and then treats the inverse as an unknown scalar `c`, about which only `h1`, that is $c(a-b)\cdot 1=1$, is retained. The rest is linear, and `linear_combination` with `module` completes it.

```lean
/-- If `(H - a)(H - b) = 0` with `a` and `b` distinct, then `(H - b) / (a - b)` is
idempotent and `H` is the two-level Hamiltonian built on it. -/
theorem eq_twoLevel_of_quadratic {H : A} {a b : K} (hab : a ≠ b)
    (hH : (H - a • (1 : A)) * (H - b • (1 : A)) = 0) :
    IsIdempotentElem (levelProjector H a b) ∧
      H = twoLevel (levelProjector H a b) a b := by
  have hne : a - b ≠ 0 := sub_ne_zero.mpr hab
  -- on the range of `H - b` the Hamiltonian acts as the number `a`
  have key : (H - b • (1 : A)) * (H - b • (1 : A)) = (a - b) • (H - b • (1 : A)) := by
    have hs : H - b • (1 : A) = (H - a • (1 : A)) + (a - b) • (1 : A) := by module
    calc (H - b • (1 : A)) * (H - b • (1 : A))
        = ((H - a • (1 : A)) + (a - b) • (1 : A)) * (H - b • (1 : A)) :=
          congrArg (· * (H - b • (1 : A))) hs
      _ = (a - b) • (H - b • (1 : A)) := by
          rw [add_mul, hH, zero_add, smul_mul_assoc, one_mul]
  constructor
  · change levelProjector H a b * levelProjector H a b = levelProjector H a b
    unfold levelProjector
    rw [smul_mul_smul_comm, key, smul_smul, mul_assoc, inv_mul_cancel₀ hne, mul_one]
  · have h2 : twoLevel (levelProjector H a b) a b
        = (a - b) • levelProjector H a b + b • (1 : A) := by
      unfold twoLevel
      module
    rw [h2, levelProjector, smul_smul, mul_inv_cancel₀ hne, one_smul, sub_add_cancel]
```

The hypothesis `hH` is $(H-a)(H-b)=0$, the physical condition that $H$ has no levels other than $a$ and $b$ and no nilpotent part. One of the two may be absent: $H=a$ satisfies the relation, with $L_{ab}=1$ and $L_{ba}=0$. Distinctness matters, since for $a=b$ the relation also admits $H=a+N$ with $N\neq0$ and $N^2=0$, which is not of the form $aP+a(1-P)=a$.

The statement `key` is $(H-b)^2=(a-b)(H-b)$, obtained by the same splitting of the left factor as above. The first half of the conclusion divides it by $(a-b)^2$. The second half collects `twoLevel` into $(a-b)L_{ab}+b$ and cancels the denominator.

```lean
/-- Sylvester's formula for two levels: if `(H - a)(H - b) = 0` with `a` and `b`
distinct, then `f(H) = f(a) (H - b)/(a - b) + f(b) (H - a)/(b - a)` for every
polynomial `f`. -/
theorem sylvester_two_levels {H : A} {a b : K} (hab : a ≠ b)
    (hH : (H - a • (1 : A)) * (H - b • (1 : A)) = 0) (f : K[X]) :
    aeval H f = f.eval a • levelProjector H a b + f.eval b • levelProjector H b a := by
  obtain ⟨hP, hE⟩ := eq_twoLevel_of_quadratic hab hH
  have h1 := aeval_twoLevel hP a b f
  rw [← hE, ← eq_sub_of_add_eq' (levelProjector_add H hab)] at h1
  exact h1

end Field
```

The previous theorem supplies the idempotent and the equation for `H`, and `aeval_twoLevel` is applied to them. Two rewrites then restore the name `H` and replace $1-L_{ab}$ by $L_{ba}$ through the sum rule. The result mentions only `H`, its levels and `f`, so no eigenvectors have to be found.

## Phases from the exponential series

```lean
/-- Time evolution with `ħ = 1`: in a complex topological algebra, for idempotent `P`
and real levels `a`, `b`, the exponential series of `-i t H` with
`H = a P + b (1 - P)` converges to `exp(-i t a) P + exp(-i t b) (1 - P)`. -/
theorem hasSum_evolution {A : Type*} [Ring A] [Algebra ℂ A] [TopologicalSpace A]
    [IsTopologicalRing A] [ContinuousSMul ℂ A] {P : A} (h : IsIdempotentElem P)
    (a b t : ℝ) :
    HasSum (fun n : ℕ => ((n.factorial : ℂ)⁻¹) •
        ((-(Complex.I * t)) • twoLevel P (a : ℂ) (b : ℂ)) ^ n)
      (Complex.exp (-(Complex.I * t) * a) • P +
        Complex.exp (-(Complex.I * t) * b) • (1 - P)) := by
  have e (z : ℂ) : HasSum (fun n : ℕ => z ^ n / (n.factorial : ℂ)) (Complex.exp z) := by
    rw [Complex.exp_eq_exp_ℂ]
    exact NormedSpace.expSeries_div_hasSum_exp z
  generalize -(Complex.I * (t : ℂ)) = s
  -- each level carries its own scalar exponential series
  have hs := ((e (s * a)).smul_const P).add ((e (s * b)).smul_const (1 - P))
  convert hs using 1
  funext n
  rw [_root_.smul_pow, twoLevel_pow h]
  simp only [twoLevel, smul_add, smul_smul, mul_pow, div_eq_inv_mul]
```

The algebra is now complex and carries a topology in which addition, multiplication and scalar multiplication are continuous; finite complex matrices are an example. `HasSum` states that the series converges to the displayed operator, independently of the order of summation. Because $P$ need not be self-adjoint, the evolution need not be unitary even though the levels are real.

The local fact `e` is the scalar exponential series. After `generalize` has named the factor $-it$ as `s`, the series for $sa$ and $sb$ are multiplied by $P$ and $1-P$ and added in `hs`. It remains to match the terms for each `n`, where `twoLevel_pow` enters.

## The uniform superposition on three sites

```lean
/-- The three-site matrix with all entries `1/3`. -/
def uniformProjector : Matrix (Fin 3) (Fin 3) ℂ := Matrix.of fun _ _ => 1 / 3
```

The normalised uniform state is $|u\rangle=(1,1,1)^{\mathsf T}/\sqrt3$, and $|u\rangle\langle u|$ has all entries equal to $1/3$.

```lean
/-- The three-site matrix `P` with all entries `1/3` is idempotent, differs from `0`
and `1`, and satisfies `(P - 1)(P - 0) = 0`. -/
theorem uniformProjector_witness :
    IsIdempotentElem uniformProjector ∧ uniformProjector ≠ 0 ∧ uniformProjector ≠ 1 ∧
      (uniformProjector - (1 : ℂ) • (1 : Matrix (Fin 3) (Fin 3) ℂ)) *
        (uniformProjector - (0 : ℂ) • (1 : Matrix (Fin 3) (Fin 3) ℂ)) = 0 := by
  have hI : uniformProjector * uniformProjector = uniformProjector := by
    ext i j
    norm_num [uniformProjector, Matrix.mul_apply, Fin.sum_univ_succ]
  refine ⟨hI, fun h => ?_, fun h => ?_, ?_⟩
  · have h1 := congrFun (congrFun h 0) 0
    norm_num [uniformProjector] at h1
  · have h1 := congrFun (congrFun h 0) 1
    norm_num [uniformProjector, Matrix.one_apply] at h1
  · rw [one_smul, zero_smul, sub_zero, sub_mul, one_mul, hI, sub_self]

end

end TwoLevelCalculus
```

This matrix satisfies the conditions placed on $P$ above, and, taken as a Hamiltonian, the quadratic relation with levels $1$ and $0$. Each entry of its square is $3\cdot\frac13\cdot\frac13=\frac13$, which `norm_num` evaluates. The matrix differs from zero in its first diagonal entry and from the identity in an off-diagonal one. The quadratic relation is $P^2-P=0$ in factored form.

```lean
#print axioms TwoLevelCalculus.aeval_twoLevel_eq_zero_iff
-- 'TwoLevelCalculus.aeval_twoLevel_eq_zero_iff' depends on axioms: [propext, Classical.choice, Quot.sound]
#print axioms TwoLevelCalculus.sylvester_two_levels
-- 'TwoLevelCalculus.sylvester_two_levels' depends on axioms: [propext, Classical.choice, Quot.sound]
#print axioms TwoLevelCalculus.hasSum_evolution
-- 'TwoLevelCalculus.hasSum_evolution' depends on axioms: [propext, Classical.choice, Quot.sound]
```
